# Trilinear Relations and the Highest Nonzero Power for Sums of r Commuting Fermion Families

Up to the explicit matrices in (j), the operators on this sheet are elements of a ring `A`, known only through their algebraic relations. The ring is arbitrary except in (g) and (h), where it is a complex algebra. No Fock space is fixed, and the creators are not assumed to be adjoints of the annihilators. There are $r$ families, labelled by a Green index $x = 0,\dots,r-1$ (the type `Fin r`), and modes $k$ from any type `K`, finite or infinite. Write $a^x_k$ for an annihilator and $c^x_k$ for a creator; the superscript is a label, not a power.

A different model would take a ring with an adjoint and set $c^x_k = (a^x_k)^\dagger$. The relations among creators would then follow from those among annihilators and need not be assumed. The price is generality: in a complex algebra, the pair $2a$, $\tfrac12 a^\dagger$ obeys the same relations as $a$, $a^\dagger$, but would be excluded.

In Lean 4 with Mathlib:

```lean
import Mathlib

open Matrix
open scoped Kronecker

namespace GreenParafermions

variable {A K : Type*} [Ring A] [DecidableEq K] {r : ℕ}
```

With $[p,q] = pq - qp$ and $\{p,q\} = pq + qp$, the commutator is `opComm p q`:

```lean
/-- The commutator of two operators. -/
def opComm (p q : A) : A := p * q - q * p
```

Inside each family the canonical anticommutation relations hold:

$$\{a^x_k,a^x_l\} = 0,\qquad \{c^x_k,c^x_l\} = 0,\qquad \{a^x_k,c^x_l\} = \delta_{kl}.$$

Operators of different families commute. This postulate describes families acting on independent tensor factors, with no exchange sign between them. `GreenFamilies a c` collects these assumptions, and `if k = l then 1 else 0` is the Kronecker delta.

```lean
/-- The families `a x`, `c x`, labelled by the Green index `x`, each obey the canonical
anticommutation relations, and operators of different families commute. -/
structure GreenFamilies (a c : Fin r → K → A) : Prop where
  aa : ∀ x k l, a x k * a x l + a x l * a x k = 0
  cc : ∀ x k l, c x k * c x l + c x l * c x k = 0
  ac : ∀ x k l, a x k * c x l + c x l * a x k = if k = l then 1 else 0
  comm_aa : ∀ x y k l, x ≠ y → Commute (a x k) (a y l)
  comm_cc : ∀ x y k l, x ≠ y → Commute (c x k) (c y l)
  comm_ac : ∀ x y k l, x ≠ y → Commute (a x k) (c y l)
```

The objects of interest are the Green sums $B_k = \sum_x a^x_k$ and $C_k = \sum_x c^x_k$, written `greenSum a k` and `greenSum c k`.

```lean
/-- The Green sum of the operators of mode `k` over all families. -/
def greenSum (a : Fin r → K → A) (k : K) : A := ∑ x, a x k
```

## (a) The commutator of two sums

Let $f_x$ and $g_y$ commute whenever $x \neq y$. Show that

$$\Big[\sum_x f_x, \sum_y g_y\Big] = \sum_x [f_x, g_x].$$

Expanding both products gives $\sum_{x,y}(f_x g_y - g_y f_x)$. Every term with $x\neq y$ vanishes, and the diagonal remains. In the proof, `Finset.sum_eq_single x` keeps the term $y = x$ of the inner sum.

```lean
/-- If operators with different Green index commute, the commutator of two sums is the sum
of the commutators at equal index. -/
theorem opComm_sum (f g : Fin r → A) (hfg : ∀ x y, x ≠ y → Commute (f x) (g y)) :
    opComm (∑ x, f x) (∑ x, g x) = ∑ x, opComm (f x) (g x) := by
  have h2 : (∑ y, g y) * (∑ x, f x) = ∑ x, ∑ y, g y * f x := by
    rw [Finset.sum_mul_sum, Finset.sum_comm]
  unfold opComm
  rw [h2, Finset.sum_mul_sum, ← Finset.sum_sub_distrib]
  refine Finset.sum_congr rfl fun x _ => ?_
  rw [← Finset.sum_sub_distrib]
  exact Finset.sum_eq_single x
    (fun y _ hy => sub_eq_zero.mpr (hfg x y hy.symm).eq) (by simp)
```

## (b) The double commutator through anticommutators

Let $f$, $g$, $h$ be three families of operators, any two of which commute at different Green index. Show that

$$\Big[\Big[\sum_x f_x,\sum_x g_x\Big],\sum_x h_x\Big] = \sum_x \big(f_x\{g_x,h_x\} - \{f_x,h_x\}g_x - g_x\{f_x,h_x\} + \{g_x,h_x\}f_x\big).$$

By (a), the inner commutator is $\sum_x [f_x,g_x]$. For $x\ne y$, $h_y$ commutes with $f_x$ and $g_x$, hence with $[f_x,g_x]$, so (a) applies again and leaves $\sum_x[[f_x,g_x],h_x]$. Now drop the index and expand the proposed summand:

$$fgh + fhg - fhg - hfg - gfh - ghf + ghf + hgf = fgh - gfh - hfg + hgf.$$

This is $[[f,g],h]$. The tactic `noncomm_ring` does this last expansion.

```lean
/-- If any two of the families `f`, `g`, `h` commute at different index, the double commutator of
their sums is a single sum over the index, written here through anticommutators. -/
theorem opComm_opComm_sum (f g h : Fin r → A)
    (hfg : ∀ x y, x ≠ y → Commute (f x) (g y))
    (hfh : ∀ x y, x ≠ y → Commute (f x) (h y))
    (hgh : ∀ x y, x ≠ y → Commute (g x) (h y)) :
    opComm (opComm (∑ x, f x) (∑ x, g x)) (∑ x, h x) =
      ∑ x, (f x * (g x * h x + h x * g x) - (f x * h x + h x * f x) * g x
        - g x * (f x * h x + h x * f x) + (g x * h x + h x * g x) * f x) := by
  rw [opComm_sum f g hfg]
  refine (opComm_sum (fun x => opComm (f x) (g x)) h ?_).trans ?_
  · intro x y hxy
    show Commute (f x * g x - g x * f x) (h y)
    exact ((hfh x y hxy).mul_left (hgh x y hxy)).sub_left
      ((hgh x y hxy).mul_left (hfh x y hxy))
  · refine Finset.sum_congr rfl fun x _ => ?_
    simp only [opComm]
    noncomm_ring
```

## (c) One creator and two annihilators

Show that

$$[[C_k,B_l],B_m] = -2\,\delta_{km}\,B_l.$$

Put $f_x = c^x_k$, $g_x = a^x_l$, $h_x = a^x_m$ in (b). Then $\{g_x,h_x\} = 0$ and $\{f_x,h_x\} = \delta_{km}$, so each summand is $-\delta_{km}a^x_l - a^x_l\delta_{km} = -2\delta_{km}a^x_l$. Summing over $x$ gives the result.

The auxiliary statement `ca` is the mixed anticommutator with its two terms swapped. The proof then separates $k=m$ from $k\neq m$. The factor $-2$ is an integer multiple, so the relation holds in any ring.

```lean
/-- The trilinear relation `[[C_k, B_l], B_m] = -2 δ_km B_l`. -/
theorem trilinear_CBB {a c : Fin r → K → A} (H : GreenFamilies a c) (k l m : K) :
    opComm (opComm (greenSum c k) (greenSum a l)) (greenSum a m) =
      if k = m then (-2 : ℤ) • greenSum a l else 0 := by
  have ca : ∀ x k l, c x k * a x l + a x l * c x k = if l = k then 1 else 0 := by
    intro x k l
    rw [add_comm]
    exact H.ac x l k
  refine (opComm_opComm_sum (fun x => c x k) (fun x => a x l) (fun x => a x m)
    (fun x y h => (H.comm_ac y x l k h.symm).symm)
    (fun x y h => (H.comm_ac y x m k h.symm).symm)
    (fun x y h => H.comm_aa x y l m h)).trans ?_
  by_cases hkm : k = m
  · subst hkm
    simp only [H.aa, ca, if_true, greenSum, Finset.smul_sum, mul_zero, zero_mul, mul_one,
      one_mul]
    refine Finset.sum_congr rfl fun x _ => ?_
    abel
  · simp [H.aa, ca, hkm, Ne.symm hkm]
```

## (d) Two creators and one annihilator

Show that

$$[[C_k,B_l],C_m] = 2\,\delta_{lm}\,C_k.$$

Now $h_x = c^x_m$, so $\{f_x,h_x\} = 0$ and $\{g_x,h_x\} = \delta_{lm}$. The first and last terms of (b) survive and give $c^x_k\delta_{lm} + \delta_{lm}c^x_k = 2\delta_{lm}c^x_k$.

```lean
/-- The trilinear relation `[[C_k, B_l], C_m] = 2 δ_lm C_k`. -/
theorem trilinear_CBC {a c : Fin r → K → A} (H : GreenFamilies a c) (k l m : K) :
    opComm (opComm (greenSum c k) (greenSum a l)) (greenSum c m) =
      if l = m then (2 : ℤ) • greenSum c k else 0 := by
  refine (opComm_opComm_sum (fun x => c x k) (fun x => a x l) (fun x => c x m)
    (fun x y h => (H.comm_ac y x l k h.symm).symm)
    (fun x y h => H.comm_cc x y k m h)
    (fun x y h => H.comm_ac x y l m h)).trans ?_
  by_cases hlm : l = m
  · subst hlm
    simp only [H.cc, H.ac, if_true, greenSum, Finset.smul_sum, mul_zero, zero_mul, mul_one,
      one_mul]
    refine Finset.sum_congr rfl fun x _ => ?_
    abel
  · simp [H.cc, H.ac, hlm]
```

## (e) Three annihilators

Show that

$$[[B_k,B_l],B_m] = 0.$$

All three families in (b) are annihilators, so every anticommutator in the summand is zero.

```lean
/-- The trilinear relation `[[B_k, B_l], B_m] = 0`. -/
theorem trilinear_BBB {a c : Fin r → K → A} (H : GreenFamilies a c) (k l m : K) :
    opComm (opComm (greenSum a k) (greenSum a l)) (greenSum a m) = 0 := by
  refine (opComm_opComm_sum (fun x => a x k) (fun x => a x l) (fun x => a x m)
    (fun x y h => H.comm_aa x y k l h) (fun x y h => H.comm_aa x y k m h)
    (fun x y h => H.comm_aa x y l m h)).trans ?_
  simp [H.aa]
```

## (f) A binomial expansion with two terms

Let $a^2 = 0$ and $ab = ba$. Show that for every $n \ge 0$

$$(a+b)^{n+1} = b^{n+1} + (n+1)\,a\,b^n.$$

For $n = 0$ both sides are $a+b$. For the induction step, multiply by $a+b$ on the right:

$$\big(b^{n+1} + (n+1)ab^n\big)(a+b) = b^{n+1}a + b^{n+2} + (n+1)ab^na + (n+1)ab^{n+1}.$$

Here $b^{n+1}a = ab^{n+1}$ and $ab^na = a^2b^n = 0$, which are `h1` and `h2` in the code. What remains is $b^{n+2} + (n+2)ab^{n+1}$.

```lean
/-- If `a` squares to zero and commutes with `b`, the binomial expansion of a power of
`a + b` stops after the term linear in `a`. -/
theorem add_pow_of_sq_zero {a b : A} (ha : a * a = 0) (h : Commute a b) (n : ℕ) :
    (a + b) ^ (n + 1) = b ^ (n + 1) + (n + 1) • (a * b ^ n) := by
  induction n with
  | zero => simp [add_comm]
  | succ n ih =>
    have h1 : b ^ (n + 1) * a = a * b ^ (n + 1) := (h.pow_right (n + 1)).eq.symm
    have h2 : a * b ^ n * a = 0 := by
      rw [mul_assoc, ← (h.pow_right n).eq, ← mul_assoc, ha, zero_mul]
    rw [pow_succ (a + b) (n + 1), ih, add_mul, mul_add, mul_add, smul_mul_assoc,
      smul_mul_assoc, h1, h2, mul_assoc a (b ^ n) b, ← pow_succ b (n + 1), ← pow_succ b n]
    module
```

## (g) Powers of a partial Green sum

From here to (h), `A` is a complex algebra with $1 \neq 0$. For a set $s$ of families, let $S = \sum_{x\in s} a^x_k$. Show that

$$S^{|s|+1} = 0,\qquad S^{|s|} \neq 0.$$

Use induction on $s$. For the empty set, $S = 0$ and $S^0 = 1 \ne 0$. Now add a family $x \notin s$, and write $n = |s|$, $a = a^x_k$, $c = c^x_k$, $P = S^n$. From $2a^2 = \{a,a\} = 0$ follows $a^2 = 0$, and $a$ commutes with $S$, so (f) gives

$$(a+S)^{n+2} = S^{n+2} + (n+2)\,a\,S^{n+1} = 0,\qquad (a+S)^{n+1} = S^{n+1} + (n+1)\,a\,S^n = (n+1)\,aP.$$

Suppose the second power vanished. Then $aP = 0$. Since $c$ also commutes with $P$,

$$P = (ac+ca)P = aPc + c\,aP = 0,$$

which contradicts the induction hypothesis. The complex scalars serve to divide by $2$ and by $n+1$. The closing `calc` block is the displayed line for $P$.

```lean
/-- For any set `s` of families, the sum of the mode-`k` annihilators over `s` has vanishing
power `|s| + 1` and non-vanishing power `|s|`. -/
theorem subset_order [Algebra ℂ A] [Nontrivial A] {a c : Fin r → K → A}
    (H : GreenFamilies a c) (k : K) (s : Finset (Fin r)) :
    (∑ x ∈ s, a x k) ^ (s.card + 1) = 0 ∧ (∑ x ∈ s, a x k) ^ s.card ≠ 0 := by
  induction s using Finset.induction_on with
  | empty => simp
  | insert x s hx ih =>
    obtain ⟨ih0, ih1⟩ := ih
    have hne : ∀ y ∈ s, x ≠ y := fun y hy hxy => hx (hxy ▸ hy)
    have hsq : a x k * a x k = 0 := by
      have h2 : (2 : ℂ) • (a x k * a x k) = 0 := by
        rw [two_smul]
        exact H.aa x k k
      exact (smul_eq_zero.mp h2).resolve_left two_ne_zero
    have hab : Commute (a x k) (∑ y ∈ s, a y k) :=
      Commute.sum_right _ _ _ fun y hy => H.comm_aa x y k k (hne y hy)
    have hcb : Commute (c x k) (∑ y ∈ s, a y k) :=
      Commute.sum_right _ _ _ fun y hy => (H.comm_ac y x k k (hne y hy).symm).symm
    rw [Finset.sum_insert hx, Finset.card_insert_of_notMem hx]
    refine ⟨?_, fun h => ih1 ?_⟩
    · rw [add_pow_of_sq_zero hsq hab, pow_succ _ (s.card + 1), ih0, zero_mul, mul_zero,
        smul_zero, add_zero]
    · rw [add_pow_of_sq_zero hsq hab, ih0, zero_add, ← Nat.cast_smul_eq_nsmul ℂ] at h
      have h0 := (smul_eq_zero.mp h).resolve_left
        (Nat.cast_ne_zero.mpr (Nat.succ_ne_zero _))
      have hcP := hcb.pow_right s.card
      -- insert 1 = a c + c a in front of the remaining power
      generalize (∑ y ∈ s, a y k) ^ s.card = P at h0 hcP ⊢
      have h1 : a x k * c x k + c x k * a x k = 1 := by simpa using H.ac x k k
      calc P = (a x k * c x k + c x k * a x k) * P := by rw [h1, one_mul]
        _ = a x k * P * c x k + c x k * (a x k * P) := by
          rw [add_mul, mul_assoc (a x k) (c x k) P, hcP.eq, ← mul_assoc (a x k) P (c x k),
            mul_assoc (c x k) (a x k) P]
        _ = 0 := by rw [h0, zero_mul, mul_zero, add_zero]
```

## (h) The Green ansatz with its order

Show that the Green sums obey (c) and that, for every mode $k$,

$$B_k^{\,r+1} = 0,\qquad B_k^{\,r} \neq 0.$$

Take $s$ in (g) to be the set of all $r$ families; then $S = B_k$ and $|s| = r$. The number $r$ is called the order of the ansatz.

For quantum mechanics this generalises the exclusion principle: when the operators act on a complex vector space of states, there are states from which a quantum can be removed from one mode $r$ times in succession, but none that allows $r+1$ removals. The case $r=1$ is the ordinary fermion. The argument runs from the families to their sums; whether every system obeying the trilinear relations arises in this way is a separate question.

```lean
/-- Green ansatz: the sums over `r` commuting fermion families obey
`[[C_k, B_l], B_m] = -2 δ_km B_l`, with `B_k ^ (r + 1) = 0` and `B_k ^ r ≠ 0`. -/
theorem green_ansatz [Algebra ℂ A] [Nontrivial A] {a c : Fin r → K → A}
    (H : GreenFamilies a c) :
    (∀ k l m, opComm (opComm (greenSum c k) (greenSum a l)) (greenSum a m) =
      if k = m then (-2 : ℤ) • greenSum a l else 0) ∧
    ∀ k, greenSum a k ^ (r + 1) = 0 ∧ greenSum a k ^ r ≠ 0 := by
  refine ⟨trilinear_CBB H, fun k => ?_⟩
  have h := subset_order H k Finset.univ
  rw [Finset.card_univ, Fintype.card_fin] at h
  exact h
```

## (i) The order read off from the vacuum

Let `A` be any ring again, acting on a module `M`, and let $v$ in `M` satisfy $a^x_k v = 0$ for all $x$ and $k$. Show that

$$B_k C_l\, v = r\,\delta_{kl}\, v.$$

For equal Green index, $a^x_k c^x_l v = (\delta_{kl} - c^x_l a^x_k)v = \delta_{kl}v$. For $x \neq y$, $a^x_k c^y_l v = c^y_l a^x_k v = 0$. The double sum over $x$ and $y$ therefore has $r$ contributing terms, each equal to $\delta_{kl}v$.

The hypothesis `hv` requires each single $a^x_k$ to annihilate $v$, not only the sums $B_k$. On a Hilbert space with $c^x_k = (a^x_k)^\dagger$ and $v$ of unit length, the equation says that $C_k v$ has length $\sqrt r$.

```lean
/-- On a vector `v` annihilated by every `a x k`, the product `B_k C_l` acts as `r δ_kl`. -/
theorem vacuum_order {M : Type*} [AddCommGroup M] [Module A M] {a c : Fin r → K → A}
    (H : GreenFamilies a c) (v : M) (hv : ∀ x k, a x k • v = 0) (k l : K) :
    greenSum a k • greenSum c l • v = if k = l then r • v else 0 := by
  have h : ∀ x y, a x k • c y l • v = if x = y then (if k = l then v else 0) else 0 := by
    intro x y
    by_cases hxy : x = y
    · subst hxy
      rw [smul_smul, eq_sub_of_add_eq (H.ac x k l), sub_smul, mul_smul, hv, smul_zero,
        sub_zero]
      by_cases hkl : k = l <;> simp [hkl]
    · rw [smul_smul, (H.comm_ac x y k l hxy).eq, mul_smul, hv, smul_zero, if_neg hxy]
  simp only [greenSum, Finset.sum_smul, Finset.smul_sum, h]
  by_cases hkl : k = l <;> simp [hkl]
```

## (j) Two families as explicit matrices

Let $d_0$, $d_1$ be the annihilators of two fermionic modes in the basis $|00\rangle, |10\rangle, |01\rangle, |11\rangle$, where the first digit is the occupation of mode $0$. The entry $-1$ in $d_1$ is the sign from passing the occupied mode $0$.

```lean
/-- Annihilators of two fermionic modes on their four-dimensional Fock space. -/
def mode : Fin 2 → Matrix (Fin 4) (Fin 4) ℂ :=
  ![!![0, 1, 0, 0; 0, 0, 0, 0; 0, 0, 0, 1; 0, 0, 0, 0],
    !![0, 0, 1, 0; 0, 0, 0, -1; 0, 0, 0, 0; 0, 0, 0, 0]]
```

The function `copy` places a matrix on one of two tensor factors.

```lean
/-- An operator placed on the first or the second factor of a tensor product. -/
def copy (x : Fin 2) (M : Matrix (Fin 4) (Fin 4) ℂ) :
    Matrix (Fin 4 × Fin 4) (Fin 4 × Fin 4) ℂ :=
  if x = 0 then M ⊗ₖ 1 else 1 ⊗ₖ M
```

Show that the matrices

$$a^0_k = d_k\otimes 1,\qquad a^1_k = 1\otimes d_k,\qquad c^x_k = (a^x_k)^\dagger$$

satisfy all the relations of `GreenFamilies` with $r = 2$.

Multiplying out the $4\times4$ matrices gives $\{d_k,d_l\} = 0$ and $\{d_k,d_l^\dagger\} = \delta_{kl}$; the adjoint of the first relation gives $\{d_k^\dagger,d_l^\dagger\} = 0$. Since $(M\otimes 1)^\dagger = M^\dagger\otimes 1$ and $(1\otimes M)^\dagger = 1\otimes M^\dagger$, the creator $c^x_k$ is $d_k^\dagger$ placed on the same factor as $d_k$ in $a^x_k$, which is how the code writes it. Placing a matrix on one factor preserves products, sums, $0$ and $1$, so each family inherits these relations. Different families commute because

$$(M\otimes 1)(1\otimes N) = M\otimes N = (1\otimes N)(M\otimes 1).$$

In the code, `haa`, `hac` and `hcc` are the relations for $d_k$, checked entry by entry except for `hcc`, and `hcomm` is the tensor identity. The assumptions are thus met by concrete $16\times16$ matrices.

```lean
set_option maxHeartbeats 400000 in
/-- Two copies of the two-mode fermion matrices, one on each tensor factor, form Green
families with `r = 2`. -/
theorem greenFamilies_witness :
    GreenFamilies (fun x k => copy x (mode k)) (fun x k => copy x (mode k)ᴴ) := by
  have haa : ∀ k l, mode k * mode l + mode l * mode k = 0 := by
    intro k l
    fin_cases k <;> fin_cases l <;> ext i j <;> fin_cases i <;> fin_cases j <;>
      simp [mode]
  have hac : ∀ k l, mode k * (mode l)ᴴ + (mode l)ᴴ * mode k = if k = l then 1 else 0 := by
    intro k l
    ext i j
    simp only [Matrix.add_apply, Matrix.mul_apply, Matrix.conjTranspose_apply,
      Fin.sum_univ_four]
    fin_cases k <;> fin_cases l <;> fin_cases i <;> fin_cases j <;> simp [mode]
  have hcc : ∀ k l, (mode k)ᴴ * (mode l)ᴴ + (mode l)ᴴ * (mode k)ᴴ = 0 := by
    intro k l
    rw [← conjTranspose_mul, ← conjTranspose_mul, ← conjTranspose_add, haa,
      conjTranspose_zero]
  -- placing an operator on one factor respects products, sums, 0 and 1
  have hmul : ∀ x M N, copy x M * copy x N = copy x (M * N) := by
    intro x M N
    unfold copy
    split_ifs <;> rw [← Matrix.mul_kronecker_mul, mul_one]
  have hadd : ∀ x M N, copy x M + copy x N = copy x (M + N) := by
    intro x M N
    unfold copy
    split_ifs
    · exact (Matrix.add_kronecker _ _ _).symm
    · exact (Matrix.kronecker_add _ _ _).symm
  have h0 : ∀ x, copy x 0 = 0 := by
    intro x
    simp [copy]
  have h1 : ∀ x, copy x 1 = 1 := by
    intro x
    simp [copy]
  have hcomm : ∀ x y M N, x ≠ y → Commute (copy x M) (copy y N) := by
    intro x y M N hxy
    have two : ∀ x y : Fin 2, x ≠ 0 → y ≠ 0 → x = y := by decide
    by_cases hx : x = 0 <;> by_cases hy : y = 0
    · exact absurd (hx.trans hy.symm) hxy
    · simp only [copy, if_pos hx, if_neg hy, Commute, SemiconjBy,
        ← Matrix.mul_kronecker_mul, mul_one, one_mul]
    · simp only [copy, if_neg hx, if_pos hy, Commute, SemiconjBy,
        ← Matrix.mul_kronecker_mul, mul_one, one_mul]
    · exact absurd (two x y hx hy) hxy
  refine ⟨fun x k l => ?_, fun x k l => ?_, fun x k l => ?_,
    fun x y k l h => hcomm x y _ _ h, fun x y k l h => hcomm x y _ _ h,
    fun x y k l h => hcomm x y _ _ h⟩
  · simp only [hmul, hadd, haa, h0]
  · simp only [hmul, hadd, hcc, h0]
  · simp only [hmul, hadd, hac]
    by_cases hkl : k = l
    · simp only [if_pos hkl, h1]
    · simp only [if_neg hkl, h0]

end GreenParafermions
```

```lean
#print axioms GreenParafermions.trilinear_CBC
#print axioms GreenParafermions.trilinear_BBB
#print axioms GreenParafermions.green_ansatz
#print axioms GreenParafermions.vacuum_order
```

```
'GreenParafermions.trilinear_CBC' depends on axioms: [propext, Classical.choice, Quot.sound]
'GreenParafermions.trilinear_BBB' depends on axioms: [propext, Classical.choice, Quot.sound]
'GreenParafermions.green_ansatz' depends on axioms: [propext, Classical.choice, Quot.sound]
'GreenParafermions.vacuum_order' depends on axioms: [propext, Classical.choice, Quot.sound]
```
